# A one-line-irreducible four-leg diagram with even vertices is two-line reducible in at most one channel

## Diagrams, regions and channels

A `Diagram V E` has vertices V and internal lines E. The maps `src` and `tgt` give the two ends of each line, and `leg` attaches the external legs 0, 1, 2, 3 to vertices. Parallel lines and tadpoles are allowed, and several legs may share a vertex. The direction from `src` to `tgt` plays no role in the results.

For a region S, meaning a set of vertices, write

c(S) = number of lines with exactly one end in S (`cut`)

ℓ(S) = number of legs attached to S (`legsIn`)

The valence of a vertex counts its line ends and its legs, so a tadpole counts twice. Two hypotheses are used:

- `EvenVertices`: every valence is even, as with a quartic interaction.
- `OneLineIrreducible`: c(S) ≥ 2 for every nonempty S other than the whole vertex set. The diagram is therefore connected, and cutting one line doesn't disconnect it.

For a connected diagram with even vertices, a one-line cut must leave a single leg on one side. It marks a self-energy correction to an external leg, which amputation removes.

Channel c ∈ {0, 1, 2} pairs leg 0 with leg c + 1. `ReducibleIn c` says that some region S has c(S) = 2 and carries exactly that pair. Taking the side that contains leg 0 loses nothing, since a region and its complement have the same boundary. Which channel is called particle-particle or particle-hole depends on how the legs are labelled.

## At most one channel per diagram

`channels_exclusive` states that, under the two hypotheses and for b ≠ c, a diagram is not reducible in both b and c. `parquet_classification` restates this as an alternative: the diagram is irreducible in all three channels, or reducible in exactly one.

## Double counting in parquet codes

A parquet solver splits the full two-particle vertex F into a fully irreducible part Λ and parts Φ_c reducible in channel c:

F = Λ + Φ₀ + Φ₁ + Φ₂

The vertex irreducible in channel c is F − Φ_c, and the code assembles it as Λ plus the other two Φ's. This assembly relies on each diagram belonging to one term only. For finite diagrams satisfying the two hypotheses, the theorem supplies that property.

In a program that enumerates diagrams, the classification can be carried out by removing each pair of lines, finding the connected components and recording how the legs are divided. If a diagram receives two channel labels, either it violates a hypothesis, for example through unamputated corrections on two or more legs, or the program has a bug.

## Parity against submodularity

**Parity.** Let n(S) be the number of lines with both ends in S. Summing valences over S counts each such line twice and each boundary line once:

Σ_{v∈S} valence(v) = c(S) + 2n(S) + ℓ(S)

The left side is even, so c(S) + ℓ(S) is even. If S is nonempty and proper and ℓ(S) is odd, then c(S) is odd and at least 2, hence c(S) ≥ 3.

**Submodularity.** For any regions S and T,

c(S ∩ T) + c(S ∪ T) ≤ c(S) + c(T)

This holds line by line. A line between S \ T and T \ S contributes 0 on the left and 2 on the right. A line between S ∩ T and the outside of S ∪ T contributes 2 to each side. A line with both ends in the same one of these four parts contributes 0 to each side, and any other line contributes 1 to each.

**Contradiction.** Suppose S shows reducibility in channel b and T in channel c, with b ≠ c. The two pairs share only leg 0, so ℓ(S ∩ T) = 1. Together they contain three legs, so ℓ(S ∪ T) = 3. Leg 0 makes both regions nonempty, and the remaining leg d, attached outside S ∪ T, makes both proper. Parity then gives each at least three boundary lines, and

6 ≤ c(S ∩ T) + c(S ∪ T) ≤ c(S) + c(T) = 4

which is impossible.

## Lean source

```lean
import Mathlib

open Finset

namespace ParquetChannels

set_option maxRecDepth 10000

/-- A four-leg diagram: each internal line has two end vertices, and each of the
four external legs is attached to a vertex. -/
structure Diagram (V E : Type*) where
  src : E → V
  tgt : E → V
  leg : Fin 4 → V

variable {V E : Type*} [DecidableEq V] [Fintype E]

/-- The number of line ends and external legs at a vertex; a tadpole counts twice. -/
def Diagram.valence (G : Diagram V E) (v : V) : ℕ :=
  (univ.filter fun e => G.src e = v).card + (univ.filter fun e => G.tgt e = v).card
    + (univ.filter fun i => G.leg i = v).card

/-- The number of internal lines with exactly one end in the region `S`. -/
def Diagram.cut (G : Diagram V E) (S : Finset V) : ℕ :=
  (univ.filter fun e => ¬(G.src e ∈ S ↔ G.tgt e ∈ S)).card

/-- The number of external legs attached to the region `S`. -/
def Diagram.legsIn (G : Diagram V E) (S : Finset V) : ℕ :=
  (univ.filter fun i => G.leg i ∈ S).card

/-- Every vertex has even valence. -/
def Diagram.EvenVertices (G : Diagram V E) : Prop :=
  ∀ v, Even (G.valence v)

/-- Every nonempty proper region is joined to the rest by at least two lines. -/
def Diagram.OneLineIrreducible [Fintype V] (G : Diagram V E) : Prop :=
  ∀ S : Finset V, S.Nonempty → S ≠ univ → 2 ≤ G.cut S

/-- Reducibility in channel `c`: a cut of exactly two lines separates leg `0` and
leg `c + 1` from the other two legs. -/
def Diagram.ReducibleIn (G : Diagram V E) (c : Fin 3) : Prop :=
  ∃ S : Finset V, G.cut S = 2 ∧ ∀ i, G.leg i ∈ S ↔ (i = 0 ∨ i = c.succ)

/-- Counting attached objects vertex by vertex gives the number attached to the region. -/
theorem sum_card_attached {ι : Type*} [Fintype ι] (f : ι → V) (S : Finset V) :
    ∑ v ∈ S, (univ.filter fun i => f i = v).card = (univ.filter fun i => f i ∈ S).card := by
  simp only [Finset.card_filter]
  rw [Finset.sum_comm]
  refine Finset.sum_congr rfl fun i _ => ?_
  rw [Finset.sum_ite_eq]

/-- With even vertices, the boundary lines and external legs of any region are
together even in number. -/
theorem even_cut_add_legs (G : Diagram V E) (hG : G.EvenVertices) (S : Finset V) :
    Even (G.cut S + G.legsIn S) := by
  -- a line inside the region has two ends there, a boundary line has one
  have hends : G.cut S + 2 * (univ.filter fun e => G.src e ∈ S ∧ G.tgt e ∈ S).card
      = (univ.filter fun e => G.src e ∈ S).card
        + (univ.filter fun e => G.tgt e ∈ S).card := by
    unfold Diagram.cut
    simp only [Finset.card_filter, Finset.mul_sum, ← Finset.sum_add_distrib]
    refine Finset.sum_congr rfl fun e _ => ?_
    by_cases h1 : G.src e ∈ S <;> by_cases h2 : G.tgt e ∈ S <;> simp [h1, h2]
  have hsum : 2 ∣ ∑ v ∈ S, G.valence v :=
    Finset.dvd_sum fun v _ => (hG v).two_dvd
  simp only [Diagram.valence, Finset.sum_add_distrib, sum_card_attached] at hsum
  rw [even_iff_two_dvd]
  unfold Diagram.legsIn
  omega

/-- The number of boundary lines is submodular under intersection and union of regions. -/
theorem cut_submodular (G : Diagram V E) (S T : Finset V) :
    G.cut (S ∩ T) + G.cut (S ∪ T) ≤ G.cut S + G.cut T := by
  unfold Diagram.cut
  simp only [Finset.card_filter, ← Finset.sum_add_distrib, Finset.mem_inter, Finset.mem_union]
  refine Finset.sum_le_sum fun e _ => ?_
  by_cases h1 : G.src e ∈ S <;> by_cases h2 : G.tgt e ∈ S <;>
    by_cases h3 : G.src e ∈ T <;> by_cases h4 : G.tgt e ∈ T <;> simp [h1, h2, h3, h4]

/-- In a one-line irreducible diagram with even vertices, a proper region carrying an
odd number of legs has at least three boundary lines. -/
theorem three_le_cut [Fintype V] (G : Diagram V E) (hG : G.EvenVertices)
    (hI : G.OneLineIrreducible) (S : Finset V) (hne : S.Nonempty) (hS : S ≠ univ)
    (hodd : Odd (G.legsIn S)) : 3 ≤ G.cut S := by
  have h2 := hI S hne hS
  obtain ⟨k, hk⟩ := even_cut_add_legs G hG S
  obtain ⟨m, hm⟩ := hodd
  omega

/-- A one-line irreducible diagram with even vertices is never two-line reducible in
two different channels. -/
theorem channels_exclusive [Fintype V] (G : Diagram V E) (hG : G.EvenVertices)
    (hI : G.OneLineIrreducible) {b c : Fin 3} (hbc : b ≠ c) :
    ¬(G.ReducibleIn b ∧ G.ReducibleIn c) := by
  rintro ⟨⟨S, hS2, hS⟩, ⟨T, hT2, hT⟩⟩
  -- one leg is common to both pairs, three legs occur in at least one, one in neither
  have count : ∀ b c : Fin 3, b ≠ c →
      (univ.filter fun i : Fin 4 => (i = 0 ∨ i = b.succ) ∧ (i = 0 ∨ i = c.succ)).card = 1 ∧
      (univ.filter fun i : Fin 4 => (i = 0 ∨ i = b.succ) ∨ (i = 0 ∨ i = c.succ)).card = 3 ∧
      ∃ d : Fin 4, ¬(d = 0 ∨ d = b.succ) ∧ ¬(d = 0 ∨ d = c.succ) := by decide
  obtain ⟨h1, h3, d, hdb, hdc⟩ := count b c hbc
  have hinter : G.legsIn (S ∩ T) = 1 := by
    rw [← h1]
    unfold Diagram.legsIn
    exact congrArg Finset.card (Finset.ext fun i => by
      simp only [Finset.mem_filter, Finset.mem_inter, hS, hT])
  have hunion : G.legsIn (S ∪ T) = 3 := by
    rw [← h3]
    unfold Diagram.legsIn
    exact congrArg Finset.card (Finset.ext fun i => by
      simp only [Finset.mem_filter, Finset.mem_union, hS, hT])
  have h0S : G.leg 0 ∈ S := (hS 0).2 (Or.inl rfl)
  have h0T : G.leg 0 ∈ T := (hT 0).2 (Or.inl rfl)
  have hdS : G.leg d ∉ S := fun h => hdb ((hS d).1 h)
  have hdT : G.leg d ∉ T := fun h => hdc ((hT d).1 h)
  -- both regions carry an odd number of legs, so each has at least three boundary lines
  have hi : 3 ≤ G.cut (S ∩ T) := by
    refine three_le_cut G hG hI _ ⟨G.leg 0, Finset.mem_inter.2 ⟨h0S, h0T⟩⟩ ?_ ?_
    · intro h
      have hd : G.leg d ∈ S ∩ T := by rw [h]; exact Finset.mem_univ _
      exact hdS (Finset.mem_inter.1 hd).1
    · rw [hinter]; decide
  have hu : 3 ≤ G.cut (S ∪ T) := by
    refine three_le_cut G hG hI _ ⟨G.leg 0, Finset.mem_union.2 (Or.inl h0S)⟩ ?_ ?_
    · intro h
      have hd : G.leg d ∈ S ∪ T := by rw [h]; exact Finset.mem_univ _
      exact (Finset.mem_union.1 hd).elim hdS hdT
    · rw [hunion]; decide
  have hsub := cut_submodular G S T
  omega

/-- A one-line irreducible diagram with even vertices is either irreducible in all three channels or
reducible in exactly one. -/
theorem parquet_classification [Fintype V] (G : Diagram V E) (hG : G.EvenVertices)
    (hI : G.OneLineIrreducible) :
    (∀ c, ¬G.ReducibleIn c) ∨ ∃! c, G.ReducibleIn c := by
  by_cases h : ∃ c, G.ReducibleIn c
  · obtain ⟨c, hc⟩ := h
    exact Or.inr ⟨c, hc, fun d hd => by_contra fun hne =>
      channels_exclusive G hG hI hne ⟨hd, hc⟩⟩
  · exact Or.inl fun c hc => h ⟨c, hc⟩

/-- The bubble: two vertices joined by two lines, with two legs on each vertex. -/
def bubble : Diagram (Fin 2) (Fin 2) := ⟨fun _ => 0, fun _ => 1, ![0, 0, 1, 1]⟩

/-- The star: a central vertex joined by one line to each of four vertices carrying a leg. -/
def star4 : Diagram (Fin 5) (Fin 4) := ⟨fun e => e.succ, fun _ => 0, fun i => i.succ⟩

/-- The box: four vertices on a ring of four lines, with one leg on each vertex. -/
def box : Diagram (Fin 4) (Fin 4) := ⟨fun e => e, ![1, 3, 0, 2], fun i => i⟩

/-- The bubble has even vertices, is one-line irreducible, and is reducible in channel `0`. -/
theorem bubble_witness :
    bubble.EvenVertices ∧ bubble.OneLineIrreducible ∧ bubble.ReducibleIn 0 := by
  refine ⟨?_, ?_, {0}, by decide, by decide⟩
  · unfold Diagram.EvenVertices; decide
  · unfold Diagram.OneLineIrreducible; decide

/-- The star has even vertices and is reducible in channels `0` and `1`. -/
theorem star_two_channels :
    star4.EvenVertices ∧ star4.ReducibleIn 0 ∧ star4.ReducibleIn 1 := by
  refine ⟨?_, ⟨{1, 2}, by decide, by decide⟩, ⟨{1, 3}, by decide, by decide⟩⟩
  unfold Diagram.EvenVertices; decide

/-- The box is one-line irreducible and is reducible in channels `0` and `1`. -/
theorem box_two_channels :
    box.OneLineIrreducible ∧ box.ReducibleIn 0 ∧ box.ReducibleIn 1 := by
  refine ⟨?_, ⟨{0, 1}, by decide, by decide⟩, ⟨{0, 2}, by decide, by decide⟩⟩
  unfold Diagram.OneLineIrreducible; decide

end ParquetChannels
```

```lean
#print axioms ParquetChannels.channels_exclusive
-- 'ParquetChannels.channels_exclusive' depends on axioms: [propext, Classical.choice, Quot.sound]
#print axioms ParquetChannels.parquet_classification
-- 'ParquetChannels.parquet_classification' depends on axioms: [propext, Classical.choice, Quot.sound]
#print axioms ParquetChannels.star_two_channels
-- 'ParquetChannels.star_two_channels' depends on axioms: [propext, Classical.choice, Quot.sound]
#print axioms ParquetChannels.box_two_channels
-- 'ParquetChannels.box_two_channels' depends on axioms: [propext, Classical.choice, Quot.sound]
```

## From the hand argument to the Lean proof, and its scope

`sum_card_attached` exchanges the order of counting, by vertex or by attached object. `even_cut_add_legs` uses it for the parity step; its intermediate equation `hends` is the count of line ends, checked according to which ends lie in S. `cut_submodular` compares the two sides for each line, splitting on the membership of both ends in S and T. `three_le_cut` combines parity with the lower bound of two.

In `channels_exclusive`, `decide` checks the leg counts 1 and 3 and the existence of leg d for every pair of distinct channels. The final `omega` derives the contradiction from the four cut sizes. `parquet_classification` then follows by asking whether any reducible channel exists.

Three small diagrams are also checked. The bubble satisfies both hypotheses and is reducible in channel 0. The star has even vertices but one-line cuts, and the box is one-line irreducible but has cubic vertices; each is reducible in channels 0 and 1. Both hypotheses are therefore needed. The outer vertices of the star have valence 2; adding a tadpole at each of them makes every vertex quartic and changes no cut.

The result concerns the topology of individual finite diagrams. Amplitudes, symmetry factors, convergence of the diagram series and the parquet equations themselves do not enter.

All lines count alike in a cut. An alternative model would keep interaction lines as a second kind and count only electron lines. A closed electron loop could then have no electron line leaving it, so the irreducibility hypothesis would have to be reformulated. Contracting each two-body interaction line to a quartic vertex brings such a diagram back to the present model.
